# The golden-rule exciton width from finitely many acoustic modes is linear in temperature up to a $1/T$ correction

The exciton width is taken here to be an explicit finite sum over phonon modes, with real weights that do not depend on temperature. In units where $\hbar = k_B = 1$, let mode $j$ have energy $w_j > 0$, let $T > 0$ be the temperature, and let
$$n(x) = \frac{1}{e^x - 1}$$
be the Bose occupation at reduced energy $x = w_j/T$. The width is
$$\Gamma(T) = \sum_j c_j w_j \bigl(2n(w_j/T) + 1\bigr), \qquad c_j \ge 0.$$

The factor $w_j$ stands for the square of the long-wavelength deformation-potential coupling, which is proportional to the phonon energy. The number $c_j$ collects what remains of the golden rule, including the density of final states. Absorption contributes $n$ and emission $n+1$. Adding them with a common weight assumes that the phonon energies are small enough for both processes to meet the same coupling and density of states. For an exciton at the very bottom of its band this fails, because emission within the band has no final state.

The claim is that
$$0 \le \Gamma(T) - 2T\sum_j c_j \le \sum_j \frac{c_j w_j^2}{6T}.$$
The classical linear law therefore never overestimates the width. Within this finite-mode model with fixed couplings, the bound says how far the particular line $2T\sum_j c_j$ can be from the golden-rule value. It does not cover a straight line fitted with a free slope or intercept.

## Bounding the thermal factor by repeated integration

For $x > 0$ the thermal factor is
$$2n(x) + 1 = \frac{e^x + 1}{e^x - 1},$$
with a positive denominator. We want $2/x < 2n(x)+1 < 2/x + x/6$.

For the upper bound, write $2/x + x/6 = (12 + x^2)/(6x)$ and cross-multiply. The inequality becomes $U(x) > 0$ with
$$U(x) = (x^2 - 6x + 12)e^x - x^2 - 6x - 12.$$
Its derivatives are
$$U' = (x^2 - 4x + 6)e^x - 2x - 6,$$
$$U'' = (x^2 - 2x + 2)e^x - 2,$$
$$U''' = x^2 e^x.$$
The functions $U$, $U'$ and $U''$ all vanish at $0$. Since $U''' > 0$ for $x > 0$, the function $U''$ increases from zero and is positive. The same argument then applies to $U'$ and to $U$.

For the lower bound we prove something stronger, which is needed later for the limit:
$$\frac{2}{x} + \frac{10x}{60 + x^2} < 2n(x) + 1.$$
The left side equals $(120 + 12x^2)/(x(60 + x^2))$, so the inequality is $L(x) > 0$ with
$$L(x) = (x^3 - 12x^2 + 60x - 120)e^x + x^3 + 12x^2 + 60x + 120.$$
Differentiating four times gives
$$L' = (x^3 - 9x^2 + 36x - 60)e^x + 3x^2 + 24x + 60,$$
$$L'' = (x^3 - 6x^2 + 18x - 24)e^x + 6x + 24,$$
$$L''' = (x^3 - 3x^2 + 6x - 6)e^x + 6,$$
$$L'''' = x^3 e^x.$$
Again every function before the last vanishes at $0$, and four integrations give $L > 0$. Dropping the positive term $10x/(60+x^2)$ leaves the bound $2/x$.

## From one mode to the width and its leading correction

Put $x = w/T$ and multiply by $w$. Since $w \cdot 2/x = 2T$ and $w \cdot x/6 = w^2/(6T)$,
$$2T < w\,(2n(w/T) + 1) < 2T + \frac{w^2}{6T}.$$
Multiplying by $c_j \ge 0$ and summing over $j$ proves the claim. The strict inequalities become non-strict because all $c_j$ may vanish, or there may be no modes at all.

The stronger lower bound supplies the next order. From
$$\left(\frac{x}{6} - \frac{x^3}{360}\right)(60 + x^2) = 10x - \frac{x^5}{360} \le 10x$$
we get $x/6 - x^3/360 \le 10x/(60+x^2)$, and hence
$$2T + \frac{w^2}{6T} - \frac{w^4}{360T^3} < w\,(2n(w/T)+1).$$
Subtract $2T$ and multiply by $T$. The deviation of one mode, times $T$, then lies between $w^2/6 - w^4/(360T^2)$ and $w^2/6$, so it tends to $w^2/6$ as $T \to \infty$. Summing,
$$T\Bigl(\Gamma(T) - 2T\sum_j c_j\Bigr) \to \sum_j \frac{c_j w_j^2}{6}.$$
As soon as one $c_j$ is positive, no constant smaller than $1/6$ can serve in the error bound at all temperatures.

At the other end, as $T \to 0$, the occupations vanish and $\Gamma(T)$ tends to $\sum_j c_j w_j$, the width from spontaneous emission. The linear law tends to zero there, while the error bound diverges if any $c_j$ is positive. The estimate remains true but is informative only when $T$ is not small compared with the relevant phonon energies.

## Occupation and width as definitions

```lean
import Mathlib

open Filter Topology

namespace ExcitonAcousticWidth

noncomputable section
```

The occupation is a real function of the reduced energy.

```lean
/-- Bose occupation of a phonon mode whose energy is `x` in units of temperature. -/
def bose (x : ℝ) : ℝ := 1 / (Real.exp x - 1)
```

The modes are labelled by an arbitrary finite type `ι`, and `c` and `w` assign a real weight and a real energy to each label.

```lean
/-- Golden-rule exciton width from finitely many acoustic modes of energies `w j` and
coupling weights `c j` at temperature `T`, in units where `ħ` and `k_B` are one. -/
def width {ι : Type*} [Fintype ι] (c w : ι → ℝ) (T : ℝ) : ℝ :=
  ∑ j, c j * w j * (2 * bose (w j / T) + 1)
```

No dispersion relation appears, so the acoustic character of the modes enters only through the factor `w j`. The definition also fixes the limits of the model: there is no continuum of modes, no temperature dependence of the couplings or energies, and no self-consistent broadening. The golden rule itself is the starting point and is not derived from an exciton-phonon Hamiltonian.

## Positivity from the derivative

The step used seven times above is a lemma of its own. Here `f'` is a function supplied together with the hypothesis `hd` that it is the derivative of `f`.

```lean
/-- A function that vanishes at zero and has positive slope for positive arguments is
positive there. -/
theorem pos_of_slope_pos {f f' : ℝ → ℝ} (h0 : f 0 = 0)
    (hd : ∀ x, HasDerivAt f (f' x) x) (hp : ∀ x, 0 < x → 0 < f' x) :
    ∀ x, 0 < x → 0 < f x := by
  intro x hx
  have hcont : Continuous f :=
    continuous_iff_continuousAt.2 fun y => (hd y).continuousAt
  have hm : StrictMonoOn f (Set.Ici 0) := by
    refine strictMonoOn_of_deriv_pos (convex_Ici 0) hcont.continuousOn ?_
    intro y hy
    rw [interior_Ici] at hy
    rw [(hd y).deriv]
    exact hp y hy
  have h := hm (Set.mem_Ici.2 le_rfl) (Set.mem_Ici.2 hx.le) hx
  rwa [h0] at h
```

The proof shows that `f` is strictly increasing on $[0,\infty)$, which needs a positive derivative only in the interior, and compares $f(x)$ with $f(0) = 0$.

All the functions $U, U', U''$ and $L, \dots, L'''$ have the form of a cubic times $e^x$ plus a cubic. The next lemma treats this form once. Its letters `a` to `r` are polynomial coefficients, and `c` is not a coupling here.

```lean
/-- A cubic times the exponential plus a cubic, vanishing at zero, is positive for positive
arguments if its derivative is. -/
theorem cubic_exp_pos (a b c d p q r : ℝ)
    (h : ∀ x : ℝ, 0 < x → 0 < (a * x ^ 3 + (b + 3 * a) * x ^ 2 + (c + 2 * b) * x + (d + c))
      * Real.exp x + (3 * p * x ^ 2 + 2 * q * x + r)) :
    ∀ x : ℝ, 0 < x → 0 < (a * x ^ 3 + b * x ^ 2 + c * x + d) * Real.exp x
      + (p * x ^ 3 + q * x ^ 2 + r * x + -d) := by
  have poly : ∀ a b c d x : ℝ, HasDerivAt (fun y : ℝ => a * y ^ 3 + b * y ^ 2 + c * y + d)
      (3 * a * x ^ 2 + 2 * b * x + c) x := by
    intro a b c d x
    have h1 := ((((hasDerivAt_pow 3 x).const_mul a).fun_add
      ((hasDerivAt_pow 2 x).const_mul b)).fun_add
      ((hasDerivAt_id' x).const_mul c)).add_const d
    exact h1.congr_deriv (by norm_num; ring)
  refine pos_of_slope_pos (f := fun x : ℝ => (a * x ^ 3 + b * x ^ 2 + c * x + d) * Real.exp x
      + (p * x ^ 3 + q * x ^ 2 + r * x + -d)) (by simp) (fun x => ?_) h
  have h2 := ((poly a b c d x).fun_mul (Real.hasDerivAt_exp x)).fun_add (poly p q r (-d) x)
  exact h2.congr_deriv (by ring)
```

The constant term of the second cubic is `-d`, which makes the whole expression vanish at zero. The hypothesis `h` is positivity of the derivative, written out by the product rule. The local statement `poly` differentiates a general cubic, and `ring` confirms that the derivative has the coefficients named in `h`.

## Bounds on $2n + 1$

```lean
/-- The thermal factor `2n + 1` as a ratio of exponentials. -/
theorem thermal_eq {x : ℝ} (hx : 0 < x) :
    2 * bose x + 1 = (Real.exp x + 1) / (Real.exp x - 1) := by
  have hE : Real.exp x - 1 ≠ 0 := by
    have := Real.add_one_le_exp x
    linarith
  unfold bose
  field_simp
  ring
```

This is the ratio of exponentials from which the derivation started. Here and in the next two theorems $x$ is positive, and the inequality $x + 1 \le e^x$ then shows that the denominator is nonzero.

```lean
/-- The thermal factor exceeds the classical value `2/x` by more than `10x/(60 + x²)`. -/
theorem thermal_lower {x : ℝ} (hx : 0 < x) :
    2 / x + 10 * x / (60 + x ^ 2) < 2 * bose x + 1 := by
  -- integrate `x³ exp x > 0` four times
  have k3 := cubic_exp_pos 1 (-3) 6 (-6) 0 0 0 (fun y hy => by
    have : 0 < y ^ 3 * Real.exp y := by positivity
    linarith)
  have k2 := cubic_exp_pos 1 (-6) 18 (-24) 0 0 6 (fun y hy => by linarith [k3 y hy])
  have k1 := cubic_exp_pos 1 (-9) 36 (-60) 0 3 24 (fun y hy => by linarith [k2 y hy])
  have k0 := cubic_exp_pos 1 (-12) 60 (-120) 1 12 60 (fun y hy => by linarith [k1 y hy]) x hx
  have hE : 0 < Real.exp x - 1 := by linarith [Real.add_one_le_exp x]
  have e : 2 / x + 10 * x / (60 + x ^ 2) = (120 + 12 * x ^ 2) / (x * (60 + x ^ 2)) := by
    have : 60 + x ^ 2 ≠ 0 := by positivity
    field_simp
    ring
  rw [thermal_eq hx, e, div_lt_div_iff₀ (by positivity) hE]
  linarith
```

The four facts `k3`, `k2`, `k1` and `k0` are the positivity of $L'''$, $L''$, $L'$ and $L$, in that order. Each is obtained from the preceding one, and the first from $x^3e^x > 0$. The identity `e` puts the left side over a common denominator, and `div_lt_div_iff₀` performs the cross-multiplication, after which the goal is a rearrangement of `k0`.

```lean
/-- The thermal factor `2n + 1` lies strictly between `2/x` and `2/x + x/6`. -/
theorem thermal_bounds {x : ℝ} (hx : 0 < x) :
    2 / x < 2 * bose x + 1 ∧ 2 * bose x + 1 < 2 / x + x / 6 := by
  constructor
  · have : 0 < 10 * x / (60 + x ^ 2) := by positivity
    linarith [thermal_lower hx]
  · -- integrate `x² exp x > 0` three times
    have h2 := cubic_exp_pos 0 1 (-2) 2 0 0 0 (fun y hy => by
      have : 0 < y ^ 2 * Real.exp y := by positivity
      linarith)
    have h1 := cubic_exp_pos 0 1 (-4) 6 0 0 (-2) (fun y hy => by linarith [h2 y hy])
    have h0 := cubic_exp_pos 0 1 (-6) 12 0 (-1) (-6) (fun y hy => by linarith [h1 y hy]) x hx
    have hE : 0 < Real.exp x - 1 := by linarith [Real.add_one_le_exp x]
    have e : 2 / x + x / 6 = (12 + x ^ 2) / (6 * x) := by
      field_simp
      ring
    rw [thermal_eq hx, e, div_lt_div_iff₀ hE (by positivity)]
    linarith
```

The first half discards the positive term of `thermal_lower`. In the second half, `h2`, `h1` and `h0` are the positivity of $U''$, $U'$ and $U$, starting from $x^2e^x > 0$.

## The energy scale of a single mode

```lean
/-- For one mode of energy `w`, the quantity `w (2n + 1)` exceeds `2T`, by less than
`w²/(6T)` and by more than `w²/(6T) - w⁴/(360T³)`. -/
theorem mode_bounds {w T : ℝ} (hw : 0 < w) (hT : 0 < T) :
    2 * T < w * (2 * bose (w / T) + 1) ∧
    w * (2 * bose (w / T) + 1) < 2 * T + w ^ 2 / (6 * T) ∧
    2 * T + w ^ 2 / (6 * T) - w ^ 4 / (360 * T ^ 3) < w * (2 * bose (w / T) + 1) := by
  have hx : 0 < w / T := div_pos hw hT
  have taylor : ∀ x : ℝ, 0 < x → x / 6 - x ^ 3 / 360 ≤ 10 * x / (60 + x ^ 2) := by
    intro x hx
    rw [le_div_iff₀ (by positivity)]
    nlinarith [pow_pos hx 5]
  have b3 : 2 / (w / T) + (w / T) / 6 - (w / T) ^ 3 / 360 < 2 * bose (w / T) + 1 := by
    linarith [taylor _ hx, thermal_lower hx]
  have e1 : w * (2 / (w / T)) = 2 * T := by
    field_simp
  have e2 : w * (2 / (w / T) + (w / T) / 6) = 2 * T + w ^ 2 / (6 * T) := by
    field_simp
  have e3 : w * (2 / (w / T) + (w / T) / 6 - (w / T) ^ 3 / 360)
      = 2 * T + w ^ 2 / (6 * T) - w ^ 4 / (360 * T ^ 3) := by
    field_simp
  rw [← e3, ← e2, ← e1]
  exact ⟨mul_lt_mul_of_pos_left (thermal_bounds hx).1 hw,
    mul_lt_mul_of_pos_left (thermal_bounds hx).2 hw, mul_lt_mul_of_pos_left b3 hw⟩
```

The three conclusions are the classical lower bound, the upper bound, and the lower bound with the next correction. The statement `taylor` is the polynomial comparison of $x/6 - x^3/360$ with $10x/(60+x^2)$. The identities `e1`, `e2` and `e3` convert from $x = w/T$ to energies, and multiplication by the positive number `w` preserves each inequality.

## The linear law and its leading correction

The deviation of the whole width is first written as a weighted sum of single-mode deviations.

```lean
/-- The deviation of the width from the linear law `2T ∑ c` is a sum of single-mode
deviations. -/
theorem width_sub_linear {ι : Type*} [Fintype ι] (c w : ι → ℝ) (T : ℝ) :
    width c w T - 2 * T * ∑ j, c j
      = ∑ j, c j * (w j * (2 * bose (w j / T) + 1) - 2 * T) := by
  unfold width
  rw [Finset.mul_sum, ← Finset.sum_sub_distrib]
  refine Finset.sum_congr rfl fun j _ => ?_
  ring
```

The main theorem then reads: for nonnegative weights, positive mode energies and positive temperature, the width minus $2T\sum_j c_j$ is at least zero and at most $\sum_j c_j w_j^2/(6T)$.

```lean
/-- The acoustic-phonon width is at least the linear law `2T ∑ c`, and exceeds it by at most
`∑ c w²/(6T)`. -/
theorem width_linear_law {ι : Type*} [Fintype ι] {c w : ι → ℝ} {T : ℝ}
    (hc : ∀ j, 0 ≤ c j) (hw : ∀ j, 0 < w j) (hT : 0 < T) :
    0 ≤ width c w T - 2 * T * ∑ j, c j ∧
    width c w T - 2 * T * ∑ j, c j ≤ ∑ j, c j * w j ^ 2 / (6 * T) := by
  rw [width_sub_linear]
  constructor
  · refine Finset.sum_nonneg fun j _ => mul_nonneg (hc j) ?_
    linarith [(mode_bounds (hw j) hT).1]
  · refine Finset.sum_le_sum fun j _ => ?_
    rw [mul_div_assoc]
    refine mul_le_mul_of_nonneg_left ?_ (hc j)
    linarith [(mode_bounds (hw j) hT).2.1]
```

Both parts are termwise comparisons, using the first and second conclusions of `mode_bounds` together with `hc`.

The hypothesis `hw` deserves care when mode energies come from a lattice calculation, since the acoustic branches have zero energy at zero wavevector. Relaxing it to $w_j \ge 0$ would make the theorem false: for a mode with $w_j = 0$ the prefactor $w_j$ multiplies an occupation that Lean makes finite by setting $1/0 = 0$, so the mode adds nothing to `width`, whereas the linear law still counts $2Tc_j$ for it. Such modes must be left out of both the width and the linear law, or their limiting contribution $2Tc_j$ must be added to the width separately.

The last theorem states the high-temperature limit, again for positive mode energies. `Tendsto … atTop (𝓝 …)` means convergence as $T \to \infty$, and the signs of the weights play no role.

```lean
/-- At high temperature, `T` times the deviation of the width from the linear law tends to
`∑ c w²/6`. -/
theorem width_correction_limit {ι : Type*} [Fintype ι] (c : ι → ℝ) {w : ι → ℝ}
    (hw : ∀ j, 0 < w j) :
    Tendsto (fun T : ℝ => T * (width c w T - 2 * T * ∑ j, c j)) atTop
      (𝓝 (∑ j, c j * (w j ^ 2 / 6))) := by
  -- for each mode, `T` times the deviation is squeezed between `w²/6 - w⁴/(360T²)` and `w²/6`
  have mode : ∀ j, Tendsto (fun T : ℝ => T * (w j * (2 * bose (w j / T) + 1) - 2 * T))
      atTop (𝓝 (w j ^ 2 / 6)) := by
    intro j
    have hl : Tendsto (fun T : ℝ => w j ^ 2 / 6 - w j ^ 4 / 360 / T ^ 2) atTop
        (𝓝 (w j ^ 2 / 6 - 0)) :=
      tendsto_const_nhds.sub
        (tendsto_const_nhds.div_atTop (tendsto_pow_atTop two_ne_zero))
    rw [sub_zero] at hl
    refine tendsto_of_tendsto_of_tendsto_of_le_of_le' hl tendsto_const_nhds ?_ ?_
    · filter_upwards [eventually_gt_atTop (0 : ℝ)] with T hT
      have e : w j ^ 2 / 6 - w j ^ 4 / 360 / T ^ 2
          = T * (w j ^ 2 / (6 * T) - w j ^ 4 / (360 * T ^ 3)) := by
        field_simp <;> ring
      rw [e]
      refine mul_le_mul_of_nonneg_left ?_ hT.le
      linarith [(mode_bounds (hw j) hT).2.2]
    · filter_upwards [eventually_gt_atTop (0 : ℝ)] with T hT
      have e : w j ^ 2 / 6 = T * (w j ^ 2 / (6 * T)) := by
        field_simp
      rw [e]
      refine mul_le_mul_of_nonneg_left ?_ hT.le
      linarith [(mode_bounds (hw j) hT).2.1]
  have hs := tendsto_finsetSum Finset.univ fun j _ => (mode j).const_mul (c j)
  refine hs.congr fun T => ?_
  rw [width_sub_linear, Finset.mul_sum]
  refine Finset.sum_congr rfl fun j _ => ?_
  ring

end

end ExcitonAcousticWidth
```

For each mode, `hl` gives the limit of the lower envelope $w_j^2/6 - w_j^4/(360T^2)$, while the upper envelope is constant. The two squeeze conditions are needed only for large $T$, so the proof restricts to $T > 0$ and applies `mode_bounds`. The single-mode limits are then multiplied by `c j` and added, which is allowed because the sum is finite, and `width_sub_linear` identifies the result with the deviation of the width.

```lean
#print axioms ExcitonAcousticWidth.width_linear_law
#print axioms ExcitonAcousticWidth.width_correction_limit
```

```
'ExcitonAcousticWidth.width_linear_law' depends on axioms: [propext, Classical.choice, Quot.sound]
'ExcitonAcousticWidth.width_correction_limit' depends on axioms: [propext, Classical.choice, Quot.sound]
```
